# The transition fraction for a small added charge tends to 1/2 when a differentiable energy has non-zero curvature

To estimate an electron affinity by Slater's transition-state method, one places half an electron in the orbital being filled, converges the density, and reads off the orbital energy. That number stands in for the total energy after the electron is added minus the total energy before, which is the electron affinity with its sign reversed. The step rests on the choice of one half as the fraction of the added charge at which the orbital energy is read.

Let $E(x)$ be the total energy when a charge $x$, counted in electrons, has been added to the orbital. Its derivative $E'(x)$ is the orbital energy at that occupation. For an added charge $h>0$, a fraction $s$ with $0<s<1$ is a transition point if

$$E(h)-E(0)=h\,E'(s h).$$

The orbital energy at occupation $sh$ then gives the energy difference without error. In general $s$ depends on $h$. If $E$ is differentiable and $E'$ has a non-zero derivative $U$ at zero, then $s(h)\to 1/2$ as $h\to0^+$. This supports the half-occupation rule of electronic-structure calculations for an energy that depends on one occupation, in the limit of small added charge; it gives no error bound for a whole electron, $h=1$.

## From the energy difference to the fraction

Write $g(x)=E'(x)-E'(0)$ for the change in orbital energy and $N(h)=E(h)-E(0)-hE'(0)$ for the non-linear part of the energy. Suppose that $g(x)/x^n\to c$ with $c\neq0$ as $x\to0^+$, for some natural number $n$. A non-zero slope $U$ is the case $n=1$, $c=U$.

Both $N(h)$ and $h^{n+1}$ tend to zero with $h$. Their derivatives are $g(h)$ and $(n+1)h^n$, and the second is non-zero for $h>0$. L'Hôpital's rule gives

$$\frac{N(h)}{h^{n+1}}\to\lim_{h\to0^+}\frac{g(h)}{(n+1)h^n}=\frac{c}{n+1}.\tag{1}$$

Subtracting $hE'(0)$ from both sides of the defining relation gives $N(h)=h\,g(sh)$, with $s=s(h)$. Division by $h^{n+1}$ then yields

$$\frac{N(h)}{h^{n+1}}=\frac{g(sh)}{h^n}=s^n\,\frac{g(sh)}{(sh)^n}.\tag{2}$$

Since $0<sh<h$, the occupation $sh$ tends to zero from above, so the last fraction tends to $c$. As $c\neq0$, that fraction is non-zero for small $h$, and dividing by it gives

$$s(h)^n\to\frac{c/(n+1)}{c}=\frac1{n+1}.\tag{3}$$

For $n=1$ the limit of $s$ is $1/2$. For $n=2$, taking the positive square root gives $1/\sqrt3$.

```lean
import Mathlib

open Filter Topology

namespace SlaterTransitionPoint
```

In the definition below, `E : ℝ → ℝ` is the energy, `h` the added charge (not Planck's constant) and `s` the fraction. `Set.Ioo (0 : ℝ) 1` is the open interval from 0 to 1, and `deriv E` is $E'$.

```lean
/-- The fraction `s`, strictly between 0 and 1, is a transition point for the added charge `h`:
the energy difference `E h - E 0` equals `h` times the orbital energy `E'` at occupation `s * h`. -/
def IsTransitionPoint (E : ℝ → ℝ) (h s : ℝ) : Prop :=
  s ∈ Set.Ioo (0 : ℝ) 1 ∧ E h - E 0 = h * deriv E (s * h)
```

Reading `deriv E` as the eigenvalue of a self-consistent calculation is Janak's theorem. The hypotheses do not supply this step from the model to a real calculation, nor the step from small added charge to a whole electron.

## An energy differentiable in the charge

The hypothesis `Differentiable ℝ E` says that the energy has no kinks as charge is added, so that an orbital energy exists at every fractional occupation. Approximate density functionals are commonly treated this way. The exact energy, by contrast, is piecewise linear in the electron number, with possible kinks at integers.

Differentiability enters (1) through the derivative of $N$. It also guarantees that there is something to take the limit of: by the mean value theorem, some $c$ strictly between $0$ and $h$ satisfies $E'(c)=(E(h)-E(0))/h$, and $s=c/h$ is then a transition point. This $c$ is an occupation, unrelated to the coefficient above.

```lean
/-- For a differentiable energy, every positive added charge has a transition point. -/
theorem exists_transitionPoint {E : ℝ → ℝ} (hE : Differentiable ℝ E) {h : ℝ} (hh : 0 < h) :
    ∃ s, IsTransitionPoint E h s := by
  obtain ⟨c, ⟨h0, h1⟩, hc⟩ :=
    exists_deriv_eq_slope E hh hE.continuous.continuousOn hE.differentiableOn
  have hne : h ≠ 0 := hh.ne'
  have hch : c / h * h = c := by field_simp
  refine ⟨c / h, ⟨div_pos h0 hh, (div_lt_one hh).2 h1⟩, ?_⟩
  rw [hch, hc, sub_zero]
  field_simp
```

The theorem says that every positive added charge has at least one transition point. `exists_deriv_eq_slope` is the mean value theorem; the remaining lines check that `c / h` lies between 0 and 1 and satisfies the defining relation.

A single kink between $0$ and $h$ can destroy existence. Take $E(x)=\max(0,x-a)$ with $0<a<h$. The mean slope $(h-a)/h$ lies strictly between 0 and 1, while the derivative is 0 before the kink and 1 after it. Lean assigns `deriv` the value 0 at the kink itself, which does not help either. Differentiability at all but one point of the interval is therefore not enough.

The hypothesis also covers negative $x$, and so excludes a kink at $x=0$, where an integer electron number would naturally sit. An alternative model would define the energy only for $x\ge0$ and use the right derivative at zero. That would admit such a kink, and the derivation above would carry over, since it uses only $x\ge0$; the Lean statements would need one-sided derivatives at zero. In the present model, removal of charge is treated by applying the theorems to $x\mapsto E(-x)$.

## A leading power in the orbital energy

The hypothesis `hc` states that $g(x)/x^n\to c$: as charge enters, the orbital energy moves away from its initial value as $c\,x^n$ to leading order. For $n=1$ the coefficient is the curvature of the total energy, the quantity that Hubbard-type corrections address. The notation `𝓝[>] 0` means that the variable approaches zero through positive values, and `Tendsto` expresses the limit.

```lean
/-- If the orbital energy of a differentiable `E` departs from its value at zero as `c * x ^ n`
to leading order for small positive `x`, then the energy departs from its linear part as
`c / (n + 1) * h ^ (n + 1)` to leading order. -/
theorem energy_leading_order {E : ℝ → ℝ} (hE : Differentiable ℝ E) (n : ℕ) {c : ℝ}
    (hc : Tendsto (fun x => (deriv E x - deriv E 0) / x ^ n) (𝓝[>] 0) (𝓝 c)) :
    Tendsto (fun h => (E h - E 0 - h * deriv E 0) / h ^ (n + 1)) (𝓝[>] 0)
      (𝓝 (c / ((n : ℝ) + 1))) := by
  have hcont : Continuous (fun h => E h - E 0 - h * deriv E 0) :=
    (hE.continuous.sub continuous_const).sub (continuous_id.mul continuous_const)
  have hpow : Continuous (fun h : ℝ => h ^ (n + 1)) := continuous_pow (n + 1)
  -- L'Hôpital's rule: compare the derivatives of numerator and denominator
  refine HasDerivAt.lhopital_zero_nhdsGT
    (f' := fun h => deriv E h - deriv E 0) (g' := fun h => ((n : ℝ) + 1) * h ^ n)
    (Eventually.of_forall fun x => ?_) (Eventually.of_forall fun x => ?_) ?_
    ((hcont.tendsto' 0 0 (by simp)).mono_left nhdsWithin_le_nhds)
    ((hpow.tendsto' 0 0 (by simp)).mono_left nhdsWithin_le_nhds) ?_
  · exact (((hE x).hasDerivAt.sub_const (E 0)).fun_sub
      ((hasDerivAt_id' x).mul_const (deriv E 0))).congr_deriv (by ring)
  · exact (hasDerivAt_pow (n + 1) x).congr_deriv (by simp)
  · filter_upwards [self_mem_nhdsWithin] with x hx
    have hx0 : 0 < x := hx
    show ((n : ℝ) + 1) * x ^ n ≠ 0
    positivity
  · exact (hc.div_const ((n : ℝ) + 1)).congr fun x => by simp only [div_div, mul_comm]
```

This is equation (1). The proof applies `HasDerivAt.lhopital_zero_nhdsGT`, L'Hôpital's rule from the right. Its conditions are met in the order of the derivation: the derivatives of numerator and denominator, the non-vanishing of $(n+1)x^n$ for $x>0$, the two limits at zero by continuity, and the limit of the quotient of derivatives, which is `hc` divided by $n+1$.

A continuous orbital energy alone does not lead to one half. For $E(x)=\tfrac23|x|^{3/2}$ the orbital energy at $x\ge0$ is $\sqrt x$, which is continuous but has infinite slope at zero. The defining relation becomes $\tfrac23h^{3/2}=h\sqrt{sh}$, so $s=4/9$ at every $h>0$.

At the smallest exponent, $n=0$, the limit (3) only says that $1\to1$. Its hypotheses are never met there, because the derivative of a differentiable function cannot jump, which forces $c=0$.

## A fraction inside the interval at every positive charge

The hypothesis `hs` says that for each $h>0$ a transition point $s(h)$ has been chosen. The choice may be discontinuous, and where several transition points exist any of them may be taken. Physically, the orbital energy is read at an occupation between the initial and final ones.

The defining relation gives (2), and the bounds $0<s<1$ send the occupation $sh$ to zero from above.

```lean
/-- If the orbital energy of a differentiable `E` departs from its value at zero as `c * x ^ n`
to leading order for small positive `x`, with `c ≠ 0`, then the `n`-th power of the transition
point tends to `1 / (n + 1)` as the added charge tends to zero from above. -/
theorem transitionPoint_pow_tendsto {E s : ℝ → ℝ} (hE : Differentiable ℝ E) (n : ℕ) {c : ℝ}
    (hc0 : c ≠ 0)
    (hc : Tendsto (fun x => (deriv E x - deriv E 0) / x ^ n) (𝓝[>] 0) (𝓝 c))
    (hs : ∀ h, 0 < h → IsTransitionPoint E h (s h)) :
    Tendsto (fun h => s h ^ n) (𝓝[>] 0) (𝓝 (1 / ((n : ℝ) + 1))) := by
  have hid : Tendsto (fun h : ℝ => h) (𝓝[>] 0) (𝓝 0) :=
    tendsto_id.mono_left nhdsWithin_le_nhds
  have hpos : ∀ᶠ h in 𝓝[>] (0 : ℝ), 0 < s h * h := by
    filter_upwards [self_mem_nhdsWithin] with h hh
    exact mul_pos (hs h hh).1.1 hh
  have hle : ∀ᶠ h in 𝓝[>] (0 : ℝ), s h * h ≤ h := by
    filter_upwards [self_mem_nhdsWithin] with h hh
    exact mul_le_of_le_one_left (le_of_lt hh) (hs h hh).1.2.le
  -- the occupation `s h * h` is squeezed to zero from above
  have h1 : Tendsto (fun h => s h * h) (𝓝[>] 0) (𝓝[>] 0) :=
    tendsto_nhdsWithin_iff.2 ⟨tendsto_of_tendsto_of_tendsto_of_le_of_le' tendsto_const_nhds hid
      (hpos.mono fun _ hx => hx.le) hle, hpos⟩
  have h2 : Tendsto (fun h => (deriv E (s h * h) - deriv E 0) / (s h * h) ^ n)
      (𝓝[>] 0) (𝓝 c) := hc.comp h1
  have h4 := (energy_leading_order hE n hc).div h2 hc0
  have hlim : c / ((n : ℝ) + 1) / c = 1 / ((n : ℝ) + 1) := by field_simp
  rw [hlim] at h4
  -- the quotient of the two expansions is exactly `s h ^ n`
  refine h4.congr' ?_
  filter_upwards [self_mem_nhdsWithin, h2.eventually (eventually_ne_nhds hc0)] with h hh hq
  obtain ⟨⟨hs0, _⟩, he⟩ := hs h hh
  have hne : h ≠ 0 := (Set.mem_Ioi.1 hh).ne'
  have hsne : s h ≠ 0 := hs0.ne'
  have hd : deriv E (s h * h) - deriv E 0 ≠ 0 := fun h0 => hq (by simp [h0])
  show (E h - E 0 - h * deriv E 0) / h ^ (n + 1) /
    ((deriv E (s h * h) - deriv E 0) / (s h * h) ^ n) = s h ^ n
  rw [he, ← mul_sub, mul_pow, pow_succ]
  generalize deriv E (s h * h) - deriv E 0 = d at hd ⊢
  field_simp
```

In the proof, `hpos` and `hle` state the bounds on `s h * h`, and `h1` squeezes this occupation to zero. `h2` evaluates `hc` along it, giving the limit of the last fraction in (2). `h4` divides the limit (1) by that limit, which requires `c ≠ 0`; the same hypothesis is used to simplify the resulting limit and to obtain `hq` below. What remains is to identify the quotient with `s h ^ n`. This is needed only for small positive `h`, where `hq` says that the denominator is non-zero; rewriting with the defining relation `he` and cancelling finishes the step.

If the defining relation were kept but the bounds on $s$ removed, the limit could fail. A purely mathematical example, since it involves more electrons than one orbital can hold, is $E(x)=1-\cos x$. Its curvature at zero is 1, and the relation reads $\sin(sh)=(1-\cos h)/h$. For small $h$ it has a solution with $sh$ near $\pi$, and along these solutions $s$ grows without bound. Some restriction that brings $sh$ to zero is therefore needed.

## Non-zero curvature at zero charge

The constant $U$ is the slope of the orbital energy at zero added charge. It measures how strongly the level responds to its own filling, including any self-interaction error and relaxation contained in $E$. Its sign is free. In the derivation, $U\neq0$ permits the division that leads to (3).

```lean
/-- Slater's half occupation: if the orbital energy of a differentiable `E` has a non-zero
derivative `U` at zero, then the transition point tends to `1 / 2` as the added charge tends to
zero from above. -/
theorem transitionPoint_tendsto_half {E s : ℝ → ℝ} (hE : Differentiable ℝ E) {U : ℝ}
    (hU : HasDerivAt (deriv E) U 0) (hU0 : U ≠ 0)
    (hs : ∀ h, 0 < h → IsTransitionPoint E h (s h)) :
    Tendsto s (𝓝[>] 0) (𝓝 (1 / 2)) := by
  have hc : Tendsto (fun x => (deriv E x - deriv E 0) / x ^ 1) (𝓝[>] 0) (𝓝 U) :=
    ((hasDerivAt_iff_tendsto_slope.1 hU).mono_left
      (nhdsWithin_mono _ fun x hx => (Set.mem_Ioi.1 hx).ne')).congr fun x => by
        rw [slope_def_field, sub_zero, pow_one]
  have h := transitionPoint_pow_tendsto hE 1 hU0 hc hs
  have e : (1 : ℝ) / (((1 : ℕ) : ℝ) + 1) = 1 / 2 := by norm_num
  rw [e] at h
  exact h.congr fun x => pow_one _
```

`HasDerivAt (deriv E) U 0` says that $E''(0)$ exists and equals $U$. No second derivative is required elsewhere, so a twice continuously differentiable energy with $E''(0)\neq0$ is a special case. The proof rewrites this derivative as the limit of $(E'(x)-E'(0))/x$, keeps only the approach from the right, and applies the previous theorem with `n = 1`.

When the curvature vanishes and the orbital energy starts quadratically, the transition point still has a limit, but a different one.

```lean
/-- If the orbital energy of a differentiable `E` departs from its value at zero quadratically,
as `c * x ^ 2` to leading order for small positive `x` with `c ≠ 0`, then the transition point
tends to `1 / √3` as the added charge tends to zero from above. -/
theorem transitionPoint_tendsto_of_flat {E s : ℝ → ℝ} (hE : Differentiable ℝ E) {c : ℝ}
    (hc0 : c ≠ 0)
    (hc : Tendsto (fun x => (deriv E x - deriv E 0) / x ^ 2) (𝓝[>] 0) (𝓝 c))
    (hs : ∀ h, 0 < h → IsTransitionPoint E h (s h)) :
    Tendsto s (𝓝[>] 0) (𝓝 (1 / √3)) := by
  have h := (transitionPoint_pow_tendsto hE 2 hc0 hc hs).sqrt
  have e : √((1 : ℝ) / (((2 : ℕ) : ℝ) + 1)) = 1 / √3 := by
    rw [Real.sqrt_div zero_le_one, Real.sqrt_one]
    norm_num
  rw [e] at h
  refine h.congr' ?_
  filter_upwards [self_mem_nhdsWithin] with x hx
  exact Real.sqrt_sq (hs x hx).1.1.le
```

Here the general theorem is used with `n = 2`. Taking square roots preserves the limit, and `Real.sqrt_sq` turns $\sqrt{s^2}$ back into $s$ because $s$ is positive. The value $1/\sqrt3\approx0.577$ shows that one half is not the limit for every differentiable energy with a transition point at each positive charge.

For a quadratic energy $E(x)=E_0+\varepsilon x+\tfrac U2x^2$ the half-occupation rule has no error at any added charge. Here $E_0$ is the initial energy and $\varepsilon$ the initial orbital energy. The two sides of the defining relation are $\varepsilon h+\tfrac U2h^2$ and $\varepsilon h+Ush^2$, so

$$U h^2\left(s-\tfrac12\right)=0.$$

For $U\neq0$ and $h\neq0$ the only solution is $s=1/2$, including at $h=1$, a whole electron.

```lean
/-- For a quadratic energy with non-zero curvature `U`, the only transition point at any non-zero
added charge is `1 / 2`. -/
theorem quadratic_transitionPoint_iff (E₀ ε : ℝ) {U h : ℝ} (hU : U ≠ 0) (hh : h ≠ 0) (s : ℝ) :
    IsTransitionPoint (fun x => E₀ + ε * x + U / 2 * x ^ 2) h s ↔ s = 1 / 2 := by
  have hd : ∀ x, deriv (fun x : ℝ => E₀ + ε * x + U / 2 * x ^ 2) x = ε + U * x := fun x =>
    (((((hasDerivAt_id' x).const_mul ε).const_add E₀).fun_add
      ((hasDerivAt_pow 2 x).const_mul (U / 2))).congr_deriv (by
        simp only [Nat.cast_ofNat, show (2 - 1 : ℕ) = 1 from rfl, pow_one]
        ring)).deriv
  constructor
  · rintro ⟨_, e⟩
    simp only [hd] at e
    have hz : U * h ^ 2 * (s - 1 / 2) = 0 := by linear_combination (-1) * e
    have := (mul_eq_zero.1 hz).resolve_left (mul_ne_zero hU (pow_ne_zero 2 hh))
    linarith
  · rintro rfl
    refine ⟨⟨by norm_num, by norm_num⟩, ?_⟩
    simp only [hd]
    ring
```

The proof computes the derivative as `ε + U * x`, obtains the displayed equation as `hz`, and cancels the non-zero factor. The converse substitutes one half.

If the quadratic term is absent, the orbital energy is constant and both sides equal $\varepsilon h$ whatever $s$ is. Every fraction in the open interval is then a transition point. One may choose $s(h)=1/4$ throughout, or a choice with no limit at all, so a condition that excludes linear energies is needed for the limit to be determined. This is the straight-line behaviour of the exact energy between integers, where reading the orbital energy at half occupation is still correct but no longer singled out.

```lean
/-- For an energy linear in the charge, every fraction strictly between 0 and 1 is a transition
point, and no other number is. -/
theorem linear_transitionPoint_iff (E₀ ε h s : ℝ) :
    IsTransitionPoint (fun x => E₀ + ε * x) h s ↔ s ∈ Set.Ioo (0 : ℝ) 1 := by
  have hd : ∀ x, deriv (fun x : ℝ => E₀ + ε * x) x = ε := fun x =>
    ((((hasDerivAt_id' x).const_mul ε).const_add E₀).congr_deriv (by ring)).deriv
  refine ⟨fun H => H.1, fun hs => ⟨hs, ?_⟩⟩
  simp only [hd]
  ring

end SlaterTransitionPoint
```

```lean
#print axioms SlaterTransitionPoint.transitionPoint_tendsto_half
-- 'SlaterTransitionPoint.transitionPoint_tendsto_half' depends on axioms: [propext, Classical.choice, Quot.sound]
#print axioms SlaterTransitionPoint.transitionPoint_tendsto_of_flat
-- 'SlaterTransitionPoint.transitionPoint_tendsto_of_flat' depends on axioms: [propext, Classical.choice, Quot.sound]
#print axioms SlaterTransitionPoint.quadratic_transitionPoint_iff
-- 'SlaterTransitionPoint.quadratic_transitionPoint_iff' depends on axioms: [propext, Classical.choice, Quot.sound]
#print axioms SlaterTransitionPoint.linear_transitionPoint_iff
-- 'SlaterTransitionPoint.linear_transitionPoint_iff' depends on axioms: [propext, Classical.choice, Quot.sound]
```
